# Closed forms for the gaps between the Davidson, renormalised Davidson and Davidson-Silver corrections

The file defines three corrections as real functions of a reference weight `w` and a correlation energy `E`: the Davidson correction (1 − w)E, the renormalised Davidson correction (1 − w)E/w, and the Davidson-Silver correction (1 − w)E/(2w − 1). The theorem `gaps` states that the renormalised correction minus the Davidson one equals (1 − w)²E/w, and that the Davidson-Silver correction minus the renormalised one equals (1 − w)²E/(w(2w − 1)). Here `w` and `E` are arbitrary real numbers, not derived from any wavefunction, and the only assumptions are w ≠ 0 and 2w − 1 ≠ 0, so `w` is not confined to the unit interval and `E` has no prescribed sign. The attempt restates the second hypothesis with the product commuted as `h2'`, unfolds the three definitions, splits the conjunction, and treats each equation with `field_simp` to clear denominators followed by `ring`.

Lean 4 with Mathlib refuses this proof:

```lean
import Mathlib

open scoped InnerProductSpace
open ComplexConjugate

namespace DavidsonCorrections

noncomputable section

/-- The Davidson correction `(1 - w) E` for reference weight `w` and correlation energy `E`. -/
def davidson (w E : ℝ) : ℝ := (1 - w) * E

/-- The renormalised Davidson correction `(1 - w) E / w`. -/
def renormalised (w E : ℝ) : ℝ := (1 - w) * E / w

/-- The Davidson-Silver correction `(1 - w) E / (2w - 1)`. -/
def davidsonSilver (w E : ℝ) : ℝ := (1 - w) * E / (2 * w - 1)

/-- The differences between successive corrections are `(1 - w)² E / w` and
`(1 - w)² E / (w (2w - 1))`. -/
theorem gaps (w E : ℝ) (h0 : w ≠ 0) (h2 : 2 * w - 1 ≠ 0) :
    renormalised w E - davidson w E = (1 - w) ^ 2 * E / w ∧
    davidsonSilver w E - renormalised w E = (1 - w) ^ 2 * E / (w * (2 * w - 1)) := by
  have h2' : w * 2 - 1 ≠ 0 := by rwa [mul_comm]
  unfold renormalised davidson davidsonSilver
  constructor
  · field_simp
    ring
  · field_simp
    ring

end

end DavidsonCorrections
```

The compiler's answer:

```
Main.lean:28:4: error: No goals to be solved
```

Diagnosis. The single message, `No goals to be solved`, points at line 28, the `ring` in the first bullet. It means that this tactic was run when the bullet had nothing left to prove. After unfolding, the first goal is `(1 - w) * E / w - (1 - w) * E = (1 - w) ^ 2 * E / w`. With `h0 : w ≠ 0` in context, `field_simp` clears the denominator and normalises both sides, and here that already closes the equation: multiplying by w and taking out the common factor (1 − w)E leaves only 1 − w on each side. So no mathematical step failed; the error is the surplus `ring`.

The diff deletes that line, so the first bullet ends with `field_simp`, which completes it. The second bullet is unchanged. It raises no message, so there `field_simp` leaves a goal, and `ring` closes it.

As a diff, the version that Lean accepts:

```diff
@@ -26,5 +26,4 @@
   constructor
   · field_simp
-    ring
   · field_simp
     ring
```
